# The free Dirac Hamiltonian under an unnormalised Foldy–Wouthuysen rotation

The theorem `rot_conj` concerns the free Dirac Hamiltonian H = O + mβ, where β and O are self-adjoint, anticommuting elements of a real star-algebra with β² = 1 and O² = p². For R = a + bβO with any real a and b, it states that RHR* = (a² − b²p² − 2abm)O + (m(a² − b²p²) + 2abp²)β. R need not be unitary: RR* = a² + b²p², so where this is nonzero the similarity transform RHR⁻¹ is the stated result divided by a² + b²p². The attempt works out the products of βO with O and β, then multiplies by R from the left and by R* from the right, leaving `module` to collect the coefficients.

In Lean, a first try:

```lean
import Mathlib

open Matrix

namespace FreeFoldyWouthuysen

noncomputable section

variable {A : Type*} [Ring A] [StarRing A] [Algebra ℝ A]

/-- Self-adjoint elements `β` and `O` that anticommute, with `β² = 1` and `O² = p²`. -/
structure IsDiracPair (β O : A) (p : ℝ) : Prop where
  beta_sa : star β = β
  odd_sa : star O = O
  beta_sq : β * β = 1
  anti : β * O = -(O * β)
  odd_sq : O * O = (p ^ 2) • (1 : A)

/-- The free Dirac Hamiltonian `H = O + m β`. -/
def hamiltonian (β O : A) (m : ℝ) : A := O + m • β

/-- The element `a + b β O` with real coefficients. -/
def rot (β O : A) (a b : ℝ) : A := a • (1 : A) + b • (β * O)

variable {β O : A} {m p : ℝ}

lemma star_rot [StarModule ℝ A] (h : IsDiracPair β O p) (a b : ℝ) :
    star (rot β O a b) = a • (1 : A) - b • (β * O) := by
  have hK : star (β * O) = -(β * O) := by
    rw [star_mul, h.odd_sa, h.beta_sa, h.anti, neg_neg]
  simp only [rot, star_add, star_smul, star_one, star_trivial, hK]
  module

/-- Conjugating the Dirac Hamiltonian with `a + b β O` gives an explicit combination of the
odd operator `O` and the even operator `β`. -/
theorem rot_conj [StarModule ℝ A] (h : IsDiracPair β O p) (a b : ℝ) :
    rot β O a b * hamiltonian β O m * star (rot β O a b) =
      (a ^ 2 - b ^ 2 * p ^ 2 - 2 * a * b * m) • O +
      (m * (a ^ 2 - b ^ 2 * p ^ 2) + 2 * a * b * p ^ 2) • β := by
  have hKO : β * O * O = (p ^ 2) • β := by
    rw [mul_assoc, h.odd_sq, mul_smul_comm, mul_one]
  have hKB : β * O * β = -O := by
    rw [h.anti, neg_mul, mul_assoc, h.beta_sq, mul_one]
  have hOK : O * (β * O) = -((p ^ 2) • β) := by
    rw [← hKO, h.anti, neg_mul, neg_neg, mul_assoc, h.anti]
    simp only [mul_neg, neg_mul, mul_assoc, h.anti]
  have hBK : β * (β * O) = O := by rw [← mul_assoc, h.beta_sq, one_mul]
  -- first multiply from the left, then from the right
  have h1 : rot β O a b * hamiltonian β O m =
      (a - b * m) • O + (a * m + b * p ^ 2) • β := by
    simp only [rot, hamiltonian, add_mul, mul_add, smul_mul_assoc, mul_smul_comm,
      one_mul, hKO, hKB]
    module
  rw [h1, star_rot h]
  simp only [add_mul, mul_sub, smul_mul_assoc, mul_smul_comm, mul_one, hOK, hBK]
  module

end

end FreeFoldyWouthuysen
```

The compiler's answer:

```
Main.lean:46:4: error: No goals to be solved
```

The change, after which it compiles:

```diff
@@ -44,5 +44,4 @@
   have hOK : O * (β * O) = -((p ^ 2) • β) := by
     rw [← hKO, h.anti, neg_mul, neg_neg, mul_assoc, h.anti]
-    simp only [mul_neg, neg_mul, mul_assoc, h.anti]
   have hBK : β * (β * O) = O := by rw [← mul_assoc, h.beta_sq, one_mul]
   -- first multiply from the left, then from the right
```

What went wrong. The message "No goals to be solved" means that a tactic was called when nothing was left to prove. It points to the `simp only` line in the proof of `hOK`, the identity O(βO) = −p²β.

The `rw` before it had already finished that proof. Rewriting with `← hKO` turns the right side into −(βOO). The first `h.anti` replaces βO by −(Oβ) on both sides, so the left becomes O(−(Oβ)). On the right, `neg_mul` and `neg_neg` clear the signs to leave OβO, `mul_assoc` regroups this as O(βO), and the second `h.anti` makes it O(−(Oβ)) as well. The two sides are now identical, and `rw` closes such a goal by itself, since it tries `rfl` after rewriting.

The `simp only` therefore had no goal to work on, which is an error even though the identity was proved. The diff deletes that line and changes nothing else.
